# A driven dipole absorbs at most 1/(4r), and extra loss can lower its absorption

Let a dipole mode have radiative damping r > 0 and internal loss s ≥ 0, both counted as decay rates of its amplitude a, and real detuning x. Under a steady drive of unit strength its absorption, normalised as s|a|², is

A = s / (x² + (s + r)²) ≤ 1/(4r).

Equality holds exactly when x = 0 and s = r. At fixed x, the absorption strictly increases with s up to √(x² + r²) and strictly decreases from there on. For simulations of plasmonic particles this means that, in a linear single-mode model with r and the drive held fixed, a larger material damping constant may give less absorption.

## The dipole and its two loss channels

```lean
import Mathlib

open Set

namespace PlasmonicAbsorption

noncomputable section

/-- Complex dipole amplitude under a unit drive, for radiative damping `r`, internal loss `s`
and detuning `x`; its domain is `s + r ≠ 0` or `x ≠ 0`. -/
def dipole (r s x : ℝ) : ℂ := (((s + r : ℝ) : ℂ) + (x : ℂ) * Complex.I)⁻¹
```

This defines a function of three real numbers with a complex value. In ordinary notation it is

a = 1 / (s + r + ix).

The annotation `((s + r : ℝ) : ℂ)` adds the two rates as real numbers and then regards the sum as a complex number.

Both r and s are decay rates of the amplitude: r stands for energy radiated away, s for energy turned into heat in the metal. With time dependence e^(−iωt), x is the resonance frequency minus the drive frequency. The three numbers r, s and x are dimensionless, or measured in one common frequency unit.

```lean
/-- Absorption: the internal loss times the squared modulus of the dipole amplitude,
on the domain of `dipole`. -/
def absorption (r s x : ℝ) : ℝ := s * Complex.normSq (dipole r s x)
```

`Complex.normSq` is the squared modulus, so absorption is A = s|a|². This is half the rate at which internal loss removes |a|², since an amplitude decaying at rate s has a squared modulus decaying at rate 2s.

```lean
/-- Scattering: the radiative damping times the squared modulus of the dipole amplitude,
on the domain of `dipole`. -/
def scattering (r s x : ℝ) : ℝ := r * Complex.normSq (dipole r s x)
```

Scattering is r|a|², with the same normalisation. The drive stays at one whatever r is. For a real antenna the coupling to an incident wave also depends on r, so the bound 1/(4r) does not say that a weakly radiating particle absorbs more from a given beam.

## The amplitude as a stationary solution

```lean
/-- For `r > 0` and `s ≥ 0`, the dipole amplitude is the only stationary solution of the
driven equation of motion `a' = -(s + r + i x) a + 1`. -/
theorem stationary_iff {r s : ℝ} (hr : 0 < r) (hs : 0 ≤ s) (x : ℝ) (a : ℂ) :
    -(((s + r : ℝ) : ℂ) + (x : ℂ) * Complex.I) * a + 1 = 0 ↔ a = dipole r s x := by
  -- the total damping is the real part, so the coefficient cannot vanish
  have hne : ((s + r : ℝ) : ℂ) + (x : ℂ) * Complex.I ≠ 0 := by
    intro h
    have h' := congrArg Complex.re h
    simp at h'
    linarith
  unfold dipole
  constructor
  · intro h
    apply mul_left_cancel₀ hne
    rw [mul_inv_cancel₀ hne]
    linear_combination -h
  · intro h
    rw [h, neg_mul, mul_inv_cancel₀ hne, neg_add_cancel]
```

In the frame rotating with the drive, the equation of motion is

a′ = −(s + r + ix)a + 1.

The theorem says that the right-hand side vanishes if and only if a is the amplitude defined above. Arguments such as `hr : 0 < r` are hypotheses, and `↔` means "if and only if".

By hand, one moves the first term across to get (s + r + ix)a = 1 and divides. Division is allowed because the real part s + r is positive. The proof establishes this first, as `hne`, by taking real parts of a supposed equation "coefficient = 0". It then treats the two directions separately. Time enters only through the condition a′ = 0; the approach to the stationary state is not treated.

## The Lorentzian and the power balance

```lean
/-- The absorption equals `s / (x² + (s + r)²)`, with Lean's convention that division by zero gives
zero. -/
theorem absorption_eq (r s x : ℝ) :
    absorption r s x = s / (x ^ 2 + (s + r) ^ 2) := by
  rw [absorption, dipole, map_inv₀, Complex.normSq_add_mul_I, add_comm ((s + r) ^ 2),
    div_eq_mul_inv]
```

The squared modulus of an inverse is the inverse of the squared modulus, and |s + r + ix|² = (s + r)² + x². Hence

A = s|a|² = s / (x² + (s + r)²). For r > 0 and s > 0 this is a Lorentzian in the detuning x, whose half-width at half maximum is s + r.

The rewriting steps do just this: `map_inv₀` takes the inverse outside, and `Complex.normSq_add_mul_I` evaluates the modulus. No sign conditions are needed, because at the one singular case, x = 0 and s + r = 0, Lean sets the inverse of zero to zero and both sides vanish.

```lean
/-- Optical theorem for the driven dipole: the real part of the amplitude is the sum of
absorption and scattering. -/
theorem optical_theorem (r s x : ℝ) :
    (dipole r s x).re = absorption r s x + scattering r s x := by
  have hre : (((s + r : ℝ) : ℂ) + (x : ℂ) * Complex.I).re = s + r := by simp
  unfold absorption scattering dipole
  rw [Complex.inv_re, map_inv₀, hre]
  ring
```

For z = s + r + ix, the real part of 1/z is Re z / |z|². Therefore

Re a = (s + r)|a|² = s|a|² + r|a|².

The left side is the power delivered by the unit drive, in the normalisation used for the two losses. This is the optical theorem in the form of a power balance for one oscillator; no scattered field or forward-scattering amplitude appears in it.

## The bound and the matching condition

```lean
/-- For `r > 0` and `s ≥ 0`, the absorption is at most `1 / (4 r)`, and it reaches this value
exactly on resonance with internal loss equal to radiative damping. -/
theorem absorption_le {r s : ℝ} (hr : 0 < r) (hs : 0 ≤ s) (x : ℝ) :
    absorption r s x ≤ 1 / (4 * r) ∧
      (absorption r s x = 1 / (4 * r) ↔ x = 0 ∧ s = r) := by
  have hD : 0 < x ^ 2 + (s + r) ^ 2 := by positivity
  have h4 : 0 < 4 * r := by positivity
  -- the gap to the bound is a sum of squares over a positive denominator
  have key : 1 / (4 * r) - absorption r s x =
      (x ^ 2 + (s - r) ^ 2) / (4 * r * (x ^ 2 + (s + r) ^ 2)) := by
    rw [absorption_eq, div_sub_div _ _ h4.ne' hD.ne']
    congr 1
    ring
  refine ⟨?_, ?_, ?_⟩
  · have h : 0 ≤ (x ^ 2 + (s - r) ^ 2) / (4 * r * (x ^ 2 + (s + r) ^ 2)) := by positivity
    linarith
  · intro h
    rw [h, sub_self] at key
    rcases div_eq_zero_iff.mp key.symm with h0 | h0
    · have hx : x ^ 2 = 0 := by linarith [sq_nonneg x, sq_nonneg (s - r)]
      have hsr : (s - r) ^ 2 = 0 := by linarith [sq_nonneg x, sq_nonneg (s - r)]
      exact ⟨pow_eq_zero_iff two_ne_zero |>.mp hx,
        sub_eq_zero.mp (pow_eq_zero_iff two_ne_zero |>.mp hsr)⟩
    · exact absurd h0 (mul_pos h4 hD).ne'
  · rintro ⟨hx, hsr⟩
    have h : 1 / (4 * r) - absorption r s x = 0 := by
      rw [key]
      simp [hx, hsr]
    linarith
```

The symbol `∧` means "and": the theorem gives the inequality together with its equality case. By hand, put the difference over a common denominator:

1/(4r) − A = [x² + (s + r)² − 4rs] / [4r(x² + (s + r)²)].

Since (s + r)² − 4rs = (s − r)², this becomes

1/(4r) − A = [x² + (s − r)²] / [4r(x² + (s + r)²)].

The numerator is a sum of squares and the denominator is positive, so the gap is never negative. It is zero only if both squares vanish, that is, if x = 0 and s = r. Conversely, these values make it zero.

The identity is called `key` in the code, and the way it is proved deserves a closer look. The lemma `div_sub_div` combines two fractions into one, given that their denominators are nonzero; `h4.ne'` and `hD.ne'` supply that. Both sides are now fractions with the same denominator, and `congr 1` reduces their equality to that of the numerators. What remains is a polynomial identity, which `ring` proves by expanding. The physics input, positivity of the damping, is used only to justify the denominators, and the rest is algebra. The same pattern returns in two later theorems.

## Comparing two losses

```lean
/-- For `r > 0` and nonnegative losses `s₁`, `s₂`, the change of absorption from `s₁` to `s₂`
has the factor `x² + r² - s₁ s₂`. -/
theorem absorption_sub {r s₁ s₂ : ℝ} (hr : 0 < r) (h₁ : 0 ≤ s₁) (h₂ : 0 ≤ s₂) (x : ℝ) :
    absorption r s₂ x - absorption r s₁ x =
      (s₂ - s₁) * (x ^ 2 + r ^ 2 - s₁ * s₂) /
        ((x ^ 2 + (s₂ + r) ^ 2) * (x ^ 2 + (s₁ + r) ^ 2)) := by
  have hD₁ : 0 < x ^ 2 + (s₁ + r) ^ 2 := by positivity
  have hD₂ : 0 < x ^ 2 + (s₂ + r) ^ 2 := by positivity
  rw [absorption_eq, absorption_eq, div_sub_div _ _ hD₂.ne' hD₁.ne']
  congr 1
  ring
```

For two losses s₁ and s₂ at the same detuning, the numerator of the difference is

s₂(x² + (s₁ + r)²) − s₁(x² + (s₂ + r)²).

On expanding, the terms 2r s₁s₂ cancel, leaving

(s₂ − s₁)(x² + r²) − s₁s₂(s₂ − s₁) = (s₂ − s₁)(x² + r² − s₁s₂).

```lean
/-- For `r > 0`, raising the internal loss from `s₁ ≥ 0` to `s₂ > s₁` reduces the absorption
exactly when `s₁ s₂` exceeds `x² + r²`. -/
theorem extra_loss_reduces_iff {r s₁ s₂ : ℝ} (hr : 0 < r) (h₁ : 0 ≤ s₁) (h : s₁ < s₂)
    (x : ℝ) : absorption r s₂ x < absorption r s₁ x ↔ x ^ 2 + r ^ 2 < s₁ * s₂ := by
  have h₂ : 0 ≤ s₂ := h₁.trans h.le
  have key := absorption_sub hr h₁ h₂ x
  have hD : 0 < (x ^ 2 + (s₂ + r) ^ 2) * (x ^ 2 + (s₁ + r) ^ 2) := by positivity
  constructor
  · intro hlt
    by_contra hc
    have hc' := le_of_not_gt hc
    have := div_nonneg (mul_nonneg (sub_nonneg.mpr h.le) (sub_nonneg.mpr hc')) hD.le
    linarith
  · intro hlt
    have := div_neg_of_neg_of_pos
      (mul_neg_of_pos_of_neg (sub_pos.mpr h) (sub_neg.mpr hlt)) hD
    linarith
```

If s₁ < s₂, the first factor and the denominator are positive, so the sign of the change is that of x² + r² − s₁s₂. Raising the loss therefore reduces absorption exactly when s₁s₂ > x² + r². For the forward direction the proof argues by contradiction: were s₁s₂ ≤ x² + r², the difference would be nonnegative. For the reverse direction it multiplies the signs directly.

This criterion compares any two losses, even when they lie on opposite sides of the maximum.

## Rise and fall at fixed detuning

```lean
/-- For `r > 0` and fixed detuning, the absorption strictly increases with the internal loss
from zero up to `√(x² + r²)` and strictly decreases from there on. -/
theorem absorption_monotonicity {r : ℝ} (hr : 0 < r) (x : ℝ) :
    StrictMonoOn (fun s => absorption r s x) (Icc 0 (√(x ^ 2 + r ^ 2))) ∧
      StrictAntiOn (fun s => absorption r s x) (Ici (√(x ^ 2 + r ^ 2))) := by
  have hq : 0 < √(x ^ 2 + r ^ 2) := Real.sqrt_pos.mpr (by positivity)
  have hq2 : √(x ^ 2 + r ^ 2) ^ 2 = x ^ 2 + r ^ 2 := Real.sq_sqrt (by positivity)
  constructor
  · intro a ha b hb hab
    have ha0 : 0 ≤ a := ha.1
    have hb0 : 0 < b := lt_of_le_of_lt ha0 hab
    -- below the turning point the product of the two losses is too small
    have h1 : a * b < b * b := mul_lt_mul_of_pos_right hab hb0
    have h2 : b * b ≤ √(x ^ 2 + r ^ 2) * √(x ^ 2 + r ^ 2) :=
      mul_self_le_mul_self hb0.le hb.2
    have h3 : 0 < x ^ 2 + r ^ 2 - a * b := by nlinarith
    have hD : 0 < (x ^ 2 + (b + r) ^ 2) * (x ^ 2 + (a + r) ^ 2) := by positivity
    have key := absorption_sub hr ha0 hb0.le x
    have hpos := div_pos (mul_pos (sub_pos.mpr hab) h3) hD
    show absorption r a x < absorption r b x
    linarith
  · intro a ha b _ hab
    have haq : √(x ^ 2 + r ^ 2) ≤ a := ha
    have ha0 : 0 < a := lt_of_lt_of_le hq haq
    have h1 : a * a < a * b := mul_lt_mul_of_pos_left hab ha0
    have h2 : √(x ^ 2 + r ^ 2) * √(x ^ 2 + r ^ 2) ≤ a * a :=
      mul_self_le_mul_self hq.le haq
    exact (extra_loss_reduces_iff hr ha0.le hab x).2 (by nlinarith)
```

`fun s => absorption r s x` is the absorption as a function of s alone. `StrictMonoOn` and `StrictAntiOn` mean strictly increasing and strictly decreasing on a set. `Icc 0 q` is the closed interval from 0 to q, and `Ici q` is the half-line from q upwards, q included. Here q = √(x² + r²).

In this proof a and b are two losses with a < b. If 0 ≤ a and b ≤ q, then

ab < b² ≤ q² = x² + r²,

so the difference formula gives a strict increase. If a ≥ q, then

ab > a² ≥ q² = x² + r²,

and the criterion for two losses gives a strict decrease. The tactic `nlinarith` assembles each chain of inequalities.

## The best loss away from resonance

```lean
/-- For `r > 0`, `s ≥ 0` and fixed detuning, the absorption is at most
`1 / (2 (√(x² + r²) + r))`, with equality exactly at the loss `s = √(x² + r²)`. -/
theorem absorption_le_detuned {r s : ℝ} (hr : 0 < r) (hs : 0 ≤ s) (x : ℝ) :
    absorption r s x ≤ 1 / (2 * (√(x ^ 2 + r ^ 2) + r)) ∧
      (absorption r s x = 1 / (2 * (√(x ^ 2 + r ^ 2) + r)) ↔ s = √(x ^ 2 + r ^ 2)) := by
  have hq2 : √(x ^ 2 + r ^ 2) ^ 2 = x ^ 2 + r ^ 2 := Real.sq_sqrt (by positivity)
  have hq : 0 ≤ √(x ^ 2 + r ^ 2) := Real.sqrt_nonneg _
  generalize √(x ^ 2 + r ^ 2) = q at hq hq2 ⊢
  have hD : 0 < x ^ 2 + (s + r) ^ 2 := by positivity
  have hB : 0 < 2 * (q + r) := by positivity
  -- the gap is now a single square
  have key : 1 / (2 * (q + r)) - absorption r s x =
      (s - q) ^ 2 / (2 * (q + r) * (x ^ 2 + (s + r) ^ 2)) := by
    rw [absorption_eq, div_sub_div _ _ hB.ne' hD.ne']
    congr 1
    linear_combination -hq2
  refine ⟨?_, ?_, ?_⟩
  · have h := div_nonneg (sq_nonneg (s - q)) (mul_pos hB hD).le
    linarith
  · intro h
    rw [h, sub_self] at key
    rcases div_eq_zero_iff.mp key.symm with h0 | h0
    · exact sub_eq_zero.mp (pow_eq_zero_iff two_ne_zero |>.mp h0)
    · exact absurd h0 (mul_pos hB hD).ne'
  · intro h
    have h' : 1 / (2 * (q + r)) - absorption r s x = 0 := by
      rw [key]
      simp [h]
    linarith

end

end PlasmonicAbsorption
```

At fixed x the largest absorption is 1/(2(q + r)), attained only at s = q. With q² = x² + r², the numerator of the gap is

x² + (s + r)² − 2(q + r)s = x² + r² + s² − 2qs = (s − q)².

Hence

1/(2(q + r)) − A = (s − q)² / [2(q + r)(x² + (s + r)²)],

which is nonnegative and vanishes only at s = q. The line with `generalize` replaces the square root by a plain variable `q`, keeping only q ≥ 0 and q² = x² + r². On resonance q = r, and the earlier bound 1/(4r) returns.

```lean
#print axioms PlasmonicAbsorption.absorption_le
-- 'PlasmonicAbsorption.absorption_le' depends on axioms: [propext, Classical.choice, Quot.sound]
#print axioms PlasmonicAbsorption.extra_loss_reduces_iff
-- 'PlasmonicAbsorption.extra_loss_reduces_iff' depends on axioms: [propext, Classical.choice, Quot.sound]
#print axioms PlasmonicAbsorption.absorption_monotonicity
-- 'PlasmonicAbsorption.absorption_monotonicity' depends on axioms: [propext, Classical.choice, Quot.sound]
#print axioms PlasmonicAbsorption.absorption_le_detuned
-- 'PlasmonicAbsorption.absorption_le_detuned' depends on axioms: [propext, Classical.choice, Quot.sound]
```

## Numbers for r = 3 and x = 4

Here q = √(16 + 9) = 5, so the largest absorption at this detuning is 1/(2 · 8) = 1/16 = 0.0625. The bound for all detunings is 1/12 ≈ 0.0833. Four losses give:

- s = 2: A = 2/41 ≈ 0.0488
- s = 3: A = 3/52 ≈ 0.0577
- s = 5: A = 5/80 = 0.0625
- s = 10: A = 10/185 ≈ 0.0541

The loss s = r = 3, which is best on resonance, is too small here. Going from 3 to 10 lowers the absorption, since 3 · 10 = 30 exceeds x² + r² = 25. Going from 2 to 10 raises it, since 2 · 10 = 20 does not.
